# A two-electron CI vector is a single determinant exactly when its Plücker expressions vanish

Amplitudes $w_{ij}$ over a field can be written as $w_{ij}=u_iv_j-u_jv_i$, with two orbitals $u$ and $v$, if and only if $w_{ij}w_{kl}-w_{ik}w_{jl}+w_{il}w_{jk}=0$ for all $i,j,k,l$. These relations already force $w_{ii}=0$ and $w_{ij}=-w_{ji}$, so antisymmetry need not be assumed separately.

```lean
import Mathlib

namespace TwoElectronDeterminants

variable {K n : Type*} [Field K]

/-- The amplitudes `u i * v j - u j * v i` of the two-electron determinant built from the
orbitals `u` and `v`. -/
def slater (u v : n → K) : Matrix n n K :=
  Matrix.of fun i j => u i * v j - u j * v i

/-- The CI vector `w` is a single determinant of some pair of orbitals. -/
def IsSingleDeterminant (w : Matrix n n K) : Prop :=
  ∃ u v : n → K, w = slater u v

/-- Fermionic amplitudes: no double occupation of a spin orbital, and a change of sign under
exchange of the electrons. -/
def IsFermionic (w : Matrix n n K) : Prop :=
  (∀ i, w i i = 0) ∧ ∀ i j, w i j = -w j i

/-- The quadratic Plücker expression of the amplitudes on four spin orbitals. -/
def plucker (w : Matrix n n K) (i j k l : n) : K :=
  w i j * w k l - w i k * w j l + w i l * w j k

/-- The amplitudes of a determinant are fermionic. -/
theorem slater_isFermionic (u v : n → K) : IsFermionic (slater u v) := by
  constructor
  · intro i
    simp only [slater, Matrix.of_apply]
    ring
  · intro i j
    simp only [slater, Matrix.of_apply]
    ring

/-- If all Plücker expressions vanish and `w p q` is nonzero, then columns `p` and `q` of the
CI matrix, the first divided by `w p q`, are orbitals whose determinant is `w`. -/
theorem eq_slater_of_columns (w : Matrix n n K) (h : ∀ i j k l, plucker w i j k l = 0)
    {p q : n} (hpq : w p q ≠ 0) :
    w = slater (fun i => (w p q)⁻¹ * w i p) (fun i => w i q) := by
  ext i j
  have he : w p q * (w p q)⁻¹ = 1 := mul_inv_cancel₀ hpq
  have hr := h i j p q
  simp only [plucker] at hr
  simp only [slater, Matrix.of_apply]
  linear_combination (-w i j) * he + (w p q)⁻¹ * hr

/-- A matrix of two-electron amplitudes is a single determinant if and only if all its
Plücker expressions vanish. -/
theorem isSingleDeterminant_iff_plucker (w : Matrix n n K) :
    IsSingleDeterminant w ↔
      ∀ i j k l, w i j * w k l - w i k * w j l + w i l * w j k = 0 := by
  constructor
  · rintro ⟨u, v, rfl⟩ i j k l
    simp only [slater, Matrix.of_apply]
    ring
  · intro h
    by_cases hw : ∃ p q, w p q ≠ 0
    · -- a nonzero amplitude selects two columns that serve as orbitals
      obtain ⟨p, q, hpq⟩ := hw
      exact ⟨_, _, eq_slater_of_columns w h hpq⟩
    · push Not at hw
      refine ⟨0, 0, ?_⟩
      ext i j
      simp [slater, hw i j]

/-- For fermionic amplitudes it suffices to test the Plücker expressions on strictly ordered
quadruples of spin orbitals. -/
theorem isSingleDeterminant_iff_ordered [LinearOrder n] {w : Matrix n n K}
    (hw : IsFermionic w) :
    IsSingleDeterminant w ↔
      ∀ i j k l, i < j → j < k → k < l → plucker w i j k l = 0 := by
  rw [isSingleDeterminant_iff_plucker]
  refine ⟨fun h i j k l _ _ _ => h i j k l, fun h => ?_⟩
  -- exchanging neighbouring indices only changes the sign
  have s1 : ∀ i j k l, plucker w i j k l = 0 → plucker w j i k l = 0 := by
    intro i j k l h0
    simp only [plucker] at h0 ⊢
    linear_combination w k l * hw.2 j i - h0
  have s2 : ∀ i j k l, plucker w i j k l = 0 → plucker w i k j l = 0 := by
    intro i j k l h0
    simp only [plucker] at h0 ⊢
    linear_combination w i l * hw.2 k j - h0
  have s3 : ∀ i j k l, plucker w i j k l = 0 → plucker w i j l k = 0 := by
    intro i j k l h0
    simp only [plucker] at h0 ⊢
    linear_combination w i j * hw.2 l k - h0
  -- coinciding neighbours give zero
  have A : ∀ i j k l, i ≤ j → j ≤ k → k ≤ l → plucker w i j k l = 0 := by
    intro i j k l hij hjk hkl
    rcases hij.eq_or_lt with e | hij
    · subst e
      simp only [plucker]
      linear_combination w k l * hw.1 i
    rcases hjk.eq_or_lt with e | hjk
    · subst e
      simp only [plucker]
      linear_combination w i l * hw.1 j
    rcases hkl.eq_or_lt with e | hkl
    · subst e
      simp only [plucker]
      linear_combination w i j * hw.1 k
    exact h i j k l hij hjk hkl
  -- sort the indices by insertion
  have B : ∀ i j k l, i ≤ j → j ≤ k → plucker w i j k l = 0 := by
    intro i j k l hij hjk
    rcases le_total k l with a | a
    · exact A i j k l hij hjk a
    rcases le_total j l with b | b
    · exact s3 _ _ _ _ (A i j l k hij b a)
    rcases le_total i l with c | c
    · exact s3 _ _ _ _ (s2 _ _ _ _ (A i l j k c b hjk))
    · exact s3 _ _ _ _ (s2 _ _ _ _ (s1 _ _ _ _ (A l i j k c hij hjk)))
  have C : ∀ i j k l, i ≤ j → plucker w i j k l = 0 := by
    intro i j k l hij
    rcases le_total j k with a | a
    · exact B i j k l hij a
    rcases le_total i k with b | b
    · exact s2 _ _ _ _ (B i k j l b a)
    · exact s2 _ _ _ _ (s1 _ _ _ _ (B k i j l b hij))
  intro i j k l
  rcases le_total i j with a | a
  · exact C i j k l a
  · exact s1 _ _ _ _ (C j i k l a)

/-- Every fermionic two-electron state in three spin orbitals is a single determinant. -/
theorem three_orbitals {w : Matrix (Fin 3) (Fin 3) K} (hw : IsFermionic w) :
    IsSingleDeterminant w := by
  rw [isSingleDeterminant_iff_ordered hw]
  intro i j k l hij hjk hkl
  have hl := l.isLt
  rw [Fin.lt_def] at hij hjk hkl
  omega

/-- In four spin orbitals a fermionic two-electron state is a single determinant if and only if
the Pfaffian of its amplitudes vanishes. -/
theorem four_orbitals {w : Matrix (Fin 4) (Fin 4) K} (hw : IsFermionic w) :
    IsSingleDeterminant w ↔ w 0 1 * w 2 3 - w 0 2 * w 1 3 + w 0 3 * w 1 2 = 0 := by
  rw [isSingleDeterminant_iff_ordered hw]
  constructor
  · intro h
    exact h 0 1 2 3 (by decide) (by decide) (by decide)
  · intro h i j k l hij hjk hkl
    have hl := l.isLt
    rw [Fin.lt_def] at hij hjk hkl
    -- only one strictly ordered quadruple exists
    have e0 : i = 0 := Fin.ext (show i.val = 0 by omega)
    have e1 : j = 1 := Fin.ext (show j.val = 1 by omega)
    have e2 : k = 2 := Fin.ext (show k.val = 2 by omega)
    have e3 : l = 3 := Fin.ext (show l.val = 3 by omega)
    rw [e0, e1, e2, e3]
    exact h

/-- The superposition, with coefficients `a` and `b`, of the configurations occupying spin
orbitals 0, 1 and spin orbitals 2, 3. -/
def twoConfigurations (a b : K) : Matrix (Fin 4) (Fin 4) K :=
  a • slater (Pi.single 0 1) (Pi.single 1 1) + b • slater (Pi.single 2 1) (Pi.single 3 1)

/-- In four spin orbitals, the superposition `twoConfigurations a b` is a single determinant if and
only if at least one of the coefficients `a` and `b` vanishes. -/
theorem twoConfigurations_iff (a b : K) :
    IsSingleDeterminant (twoConfigurations a b) ↔ a = 0 ∨ b = 0 := by
  have hw : IsFermionic (twoConfigurations a b) := by
    constructor
    · intro i
      simp only [twoConfigurations, slater, Matrix.add_apply, Matrix.smul_apply,
        Matrix.of_apply, smul_eq_mul]
      ring
    · intro i j
      simp only [twoConfigurations, slater, Matrix.add_apply, Matrix.smul_apply,
        Matrix.of_apply, smul_eq_mul]
      ring
  rw [four_orbitals hw, ← mul_eq_zero]
  simp [twoConfigurations, slater, Pi.single_apply]

/-- If the determinant of `u` and `v` is nonzero, then `u'` and `v'` give the same determinant if
and only if they arise from `u` and `v` by a linear mixing of determinant one. -/
theorem slater_eq_iff_mixing {u v : n → K} (h0 : slater u v ≠ 0) (u' v' : n → K) :
    slater u' v' = slater u v ↔
      ∃ a b c d : K, a * d - b * c = 1 ∧ u' = a • u + b • v ∧ v' = c • u + d • v := by
  constructor
  · intro h
    have hs : ∀ i j, u' i * v' j - u' j * v' i = u i * v j - u j * v i :=
      fun i j => congrFun (congrFun h i) j
    obtain ⟨p, q, hpq⟩ : ∃ p q, u p * v q - u q * v p ≠ 0 := by
      by_contra hc
      push Not at hc
      exact h0 (by ext i j; exact hc i j)
    obtain ⟨e, he⟩ : ∃ e, (u p * v q - u q * v p) * e = 1 := ⟨_, mul_inv_cancel₀ hpq⟩
    -- Cramer's rule on the orbitals p and q gives the mixing coefficients
    refine ⟨(u' p * v q - u' q * v p) * e, (u' q * u p - u' p * u q) * e,
      (v' p * v q - v' q * v p) * e, (v' q * u p - v' p * u q) * e, ?_, ?_, ?_⟩
    · linear_combination e ^ 2 * (u p * v q - u q * v p) * hs p q
        + ((u p * v q - u q * v p) * e + 1) * he
    · funext i
      simp only [Pi.add_apply, Pi.smul_apply, smul_eq_mul]
      linear_combination (-u' i) * he
        + e * (-u' i * hs p q + u' p * hs i q - u' q * hs i p)
    · funext i
      simp only [Pi.add_apply, Pi.smul_apply, smul_eq_mul]
      linear_combination (-v' i) * he
        + e * (-v' i * hs p q + v' p * hs i q - v' q * hs i p)
  · rintro ⟨a, b, c, d, h, rfl, rfl⟩
    ext i j
    simp only [slater, Matrix.of_apply, Pi.add_apply, Pi.smul_apply, smul_eq_mul]
    linear_combination (u i * v j - u j * v i) * h

end TwoElectronDeterminants
```

```lean
#print axioms TwoElectronDeterminants.isSingleDeterminant_iff_plucker
#print axioms TwoElectronDeterminants.three_orbitals
#print axioms TwoElectronDeterminants.twoConfigurations_iff
#print axioms TwoElectronDeterminants.slater_eq_iff_mixing
```

```
'TwoElectronDeterminants.isSingleDeterminant_iff_plucker' depends on axioms: [propext, Classical.choice, Quot.sound]
'TwoElectronDeterminants.three_orbitals' depends on axioms: [propext, Classical.choice, Quot.sound]
'TwoElectronDeterminants.twoConfigurations_iff' depends on axioms: [propext, Classical.choice, Quot.sound]
'TwoElectronDeterminants.slater_eq_iff_mixing' depends on axioms: [propext, Classical.choice, Quot.sound]
```

## Amplitudes, orbitals and normalisation

The indices label spin orbitals, and $w_{ij}$ with $i<j$ is the coefficient of the configuration that occupies $i$ and $j$. In Lean, `w : Matrix n n K` holds the amplitudes, `slater u v` is the determinant built from the coefficient vectors $u$ and $v$, and `IsSingleDeterminant w` says that such vectors exist. `IsFermionic w` contains both $w_{ii}=0$ and $w_{ij}=-w_{ji}$; in characteristic two the second would not imply the first.

The field `K` is arbitrary, and the index type `n` need not be finite. For electrons one takes $K=\mathbb C$ and a finite orthonormal set of spin orbitals. Orthonormal $u,v$ then give $\sum_{i<j}|w_{ij}|^2=1$. The theorems do not require $u$ and $v$ to be orthonormal, and they count $w=0$ as a determinant, with $u=v=0$, although it is not a physical state.

The criterion tells whether a CI vector for exactly two electrons can be written as one determinant in some choice of orbitals, even if it contains several configurations in the orbitals in which it is given. It does not treat larger electron numbers or measure how far a state is from a determinant.

## Two columns of the CI matrix are the orbitals

Suppose first that $w_{ij}=u_iv_j-u_jv_i$. Write $(ab)$ for the product in which indices $a,b$ sit on $u$ and the other two on $v$; for example, $(ik)=u_iu_kv_jv_l$. Then

$$
\begin{aligned}
w_{ij}w_{kl}&=(ik)-(il)-(jk)+(jl),\\
w_{ik}w_{jl}&=(ij)-(il)-(jk)+(kl),\\
w_{il}w_{jk}&=(ij)-(ik)-(jl)+(kl).
\end{aligned}
$$

The first line minus the second plus the third is zero. In `isSingleDeterminant_iff_plucker`, `ring` does this expansion.

Conversely, let all the relations hold. If $w=0$, zero orbitals serve. Otherwise choose $w_{pq}\neq0$ and set $k=p$, $l=q$:

$$
w_{ij}w_{pq}=w_{ip}w_{jq}-w_{iq}w_{jp}.
$$

Division by $w_{pq}$ gives $w_{ij}=u_iv_j-u_jv_i$ with

$$
u_i=\frac{w_{ip}}{w_{pq}},\qquad v_i=w_{iq}.
$$

This is `eq_slater_of_columns`. Its `linear_combination` multiplies the relation by $w_{pq}^{-1}$ and uses $w_{pq}w_{pq}^{-1}=1$. Antisymmetry of $w$ was not used; it follows from the determinant form by `slater_isFermionic`.

## Ordered quadruples suffice for fermionic amplitudes

Let $P_{ijkl}=w_{ij}w_{kl}-w_{ik}w_{jl}+w_{il}w_{jk}$, which is `plucker w i j k l`. If $w$ is fermionic, exchanging the first two indices gives

$$
P_{jikl}=w_{ji}w_{kl}-w_{jk}w_{il}+w_{jl}w_{ik}=-P_{ijkl}.
$$

The same substitution gives $P_{ikjl}=-P_{ijkl}$ and $P_{ijlk}=-P_{ijkl}$. When neighbours coincide,

$$
P_{iikl}=w_{ii}w_{kl},\qquad P_{ijjl}=w_{il}w_{jj},\qquad P_{ijkk}=w_{ij}w_{kk},
$$

and all three vanish. Any quadruple can be sorted by neighbour exchanges, so only $i<j<k<l$ needs testing.

In `isSingleDeterminant_iff_ordered`, `s1`, `s2` and `s3` are the exchanges. Step `A` treats weakly ordered indices, `B` inserts the fourth index into an ordered triple, and `C` inserts the third into an ordered pair. The last lines order the first two.

## Three and four spin orbitals

Three spin orbitals contain no strictly ordered quadruple, so every fermionic two-electron state there is a determinant (`three_orbitals`). Four contain exactly one, $0<1<2<3$, which leaves the single condition

$$
w_{01}w_{23}-w_{02}w_{13}+w_{03}w_{12}=0.
$$

The left side is the Pfaffian of $w$, written out explicitly in `four_orbitals`.

For `twoConfigurations a b`, the state $a|01\rangle+b|23\rangle$, the amplitudes are $w_{01}=a$ and $w_{23}=b$, and the other amplitudes with $i<j$ vanish. The Pfaffian is $ab$, so the state is a determinant exactly when $a=0$ or $b=0$. Normalisation adds $|a|^2+|b|^2=1$; at $a=b=1/\sqrt2$ the Pfaffian is $1/2$. In a minimal-basis model of H$_2$, with $0,1$ the two spin orbitals of the bonding orbital and $2,3$ those of the antibonding one, a superposition of the two closed-shell configurations with both coefficients nonzero is therefore not a single determinant in any orbitals of that model.

## The orbitals are fixed up to mixing of determinant one

Let $u'=au+bv$ and $v'=cu+dv$. Expansion gives

$$
u'_iv'_j-u'_jv'_i=(ad-bc)(u_iv_j-u_jv_i),
$$

so mixing with $ad-bc=1$ leaves the determinant unchanged. Any other nonzero value of $ad-bc$ multiplies the CI vector by that constant, which leaves the physical state the same.

For the converse in `slater_eq_iff_mixing`, let both pairs give the same nonzero $w$, and choose $D=w_{pq}\neq0$. Direct expansion in the primed orbitals shows

$$
u'_iw_{pq}-u'_pw_{iq}+u'_qw_{ip}=0.
$$

Inserting the unprimed form of $w_{iq}$ and $w_{ip}$ yields $u'_i=au_i+bv_i$ with

$$
a=\frac{u'_pv_q-u'_qv_p}{D},\qquad b=\frac{u'_qu_p-u'_pu_q}{D}.
$$

The identity also holds with $v'$ in place of $u'$ in all three terms, so $c$ and $d$ follow from the formulas for $a$ and $b$ by the same replacement. Multiplying out,

$$
ad-bc=\frac{(u'_pv'_q-u'_qv'_p)\,D}{D^2}=1.
$$

The Lean proof names the inverse of $D$ as `e`, supplies these four coefficients, and checks the three equations by `linear_combination`.

## Product states of two distinguishable particles

The column argument also settles when amplitudes factorise as $w_{ij}=x_iy_j$: exactly when $w_{ij}w_{kl}=w_{il}w_{kj}$ for all indices. A product clearly satisfies this. Conversely, if $w_{pq}\neq0$, setting $k=p$, $l=q$ gives $x_i=w_{iq}$ and $y_j=w_{pj}/w_{pq}$; if $w=0$, zero vectors serve.
